# For U > 0 and 0 < n < 1, the Hubbard-I Green's function at each band energy has two real poles with positive weights summing to one

The bands of a one-orbital Hubbard model in the Hubbard-I approximation can be filled at zero temperature by solving a quadratic equation at each band energy and counting each root below the chemical potential with its spectral weight. The count makes sense if the roots are real and the weights are positive and sum to one, which is proved here for repulsion $U>0$ and opposite-spin occupation $0<n<1$.

```lean
import Mathlib

open Filter Topology

namespace HubbardIPoles

noncomputable section

/-- Green's function of the Hubbard atom with level at zero, repulsion `U` and
opposite-spin occupation `n`. -/
def atomicG (U n : ℝ) (z : ℂ) : ℂ := (1 - n) / z + n / (z - U)

/-- Denominator of the Hubbard-I Green's function at band energy `t`. -/
def poleFn (U n t : ℝ) (z : ℂ) : ℂ := z * (z - U) - t * (z - U * (1 - n))

/-- The Hubbard-I lattice Green's function at band energy `t`. -/
def latticeG (U n t : ℝ) (z : ℂ) : ℂ := (z - U * (1 - n)) / poleFn U n t z

/-- Discriminant of the quadratic pole equation. -/
def disc (U n t : ℝ) : ℝ := (U + t) ^ 2 - 4 * t * U * (1 - n)

/-- Energy of the lower Hubbard band. -/
def lower (U n t : ℝ) : ℝ := (U + t - √(disc U n t)) / 2

/-- Energy of the upper Hubbard band. -/
def upper (U n t : ℝ) : ℝ := (U + t + √(disc U n t)) / 2

/-- Spectral weight of the lower Hubbard band. -/
def lowerWeight (U n t : ℝ) : ℝ :=
  (U * (1 - n) - lower U n t) / (upper U n t - lower U n t)

/-- Spectral weight of the upper Hubbard band. -/
def upperWeight (U n t : ℝ) : ℝ :=
  (upper U n t - U * (1 - n)) / (upper U n t - lower U n t)

/-- The Hubbard-I function solves the Dyson equation in which the band energy `t`
connects atomic Green's functions. -/
theorem latticeG_dyson (U n t : ℝ) (z : ℂ) (h0 : z ≠ 0) (hU : z ≠ U)
    (hp : poleFn U n t z ≠ 0) :
    latticeG U n t z = atomicG U n z + atomicG U n z * t * latticeG U n t z := by
  have h1 : z - (U : ℂ) ≠ 0 := sub_ne_zero.mpr hU
  have hA : atomicG U n z * (z * (z - U)) = z - U * (1 - n) := by
    unfold atomicG
    field_simp
    ring
  have hG : latticeG U n t z * poleFn U n t z = z - U * (1 - n) :=
    div_mul_cancel₀ _ hp
  have hD : z * (z - U) = poleFn U n t z + t * (z - U * (1 - n)) := by
    unfold poleFn; ring
  -- clear the atomic denominator
  apply mul_right_cancel₀ (mul_ne_zero h0 h1)
  linear_combination hG - (1 + t * latticeG U n t z) * hA + latticeG U n t z * hD

variable {U n : ℝ}

/-- The discriminant of the pole equation is positive at every band energy. -/
theorem disc_pos (hU : 0 < U) (h0 : 0 < n) (h1 : n < 1) (t : ℝ) : 0 < disc U n t := by
  have h : 0 < U ^ 2 * n * (1 - n) := mul_pos (by positivity) (by linarith)
  have e : disc U n t = (t - U * (1 - 2 * n)) ^ 2 + 4 * (U ^ 2 * n * (1 - n)) := by
    unfold disc; ring
  rw [e]
  positivity

/-- Sum and product of the two Hubbard band energies. -/
theorem band_sum_prod (hU : 0 < U) (h0 : 0 < n) (h1 : n < 1) (t : ℝ) :
    lower U n t + upper U n t = U + t ∧
      lower U n t * upper U n t = t * U * (1 - n) := by
  have h := Real.sq_sqrt (disc_pos hU h0 h1 t).le
  have hd : disc U n t = (U + t) ^ 2 - 4 * t * U * (1 - n) := rfl
  unfold lower upper
  constructor
  · ring
  · linear_combination -(1 / 4) * h - (1 / 4) * hd

/-- The lower band lies below `U (1 - n)` and the upper band above it, also when the two
are taken at different band energies `t` and `t'`. -/
theorem bands_separated (hU : 0 < U) (h0 : 0 < n) (h1 : n < 1) (t t' : ℝ) :
    lower U n t < U * (1 - n) ∧ U * (1 - n) < upper U n t' := by
  have key : ∀ s : ℝ, lower U n s < U * (1 - n) ∧ U * (1 - n) < upper U n s := by
    intro s
    obtain ⟨hs, hp⟩ := band_sum_prod hU h0 h1 s
    have hlt : lower U n s < upper U n s := by
      have := Real.sqrt_pos.mpr (disc_pos hU h0 h1 s)
      unfold lower upper
      linarith
    have h : 0 < U ^ 2 * n * (1 - n) := mul_pos (by positivity) (by linarith)
    -- the quadratic is negative at the zero of the atomic Green's function
    have e : (U * (1 - n) - lower U n s) * (upper U n s - U * (1 - n))
        = U ^ 2 * n * (1 - n) := by
      linear_combination U * (1 - n) * hs - hp
    constructor
    · by_contra hc
      have := mul_nonneg (sub_nonneg.mpr (not_lt.mp hc))
        (sub_nonneg.mpr ((not_lt.mp hc).trans hlt.le))
      linarith
    · by_contra hc
      have := mul_nonneg (sub_nonneg.mpr (hlt.le.trans (not_lt.mp hc)))
        (sub_nonneg.mpr (not_lt.mp hc))
      linarith
  exact ⟨(key t).1, (key t').2⟩

/-- The denominator of the Green's function factorises over the two band energies. -/
theorem poleFn_factor (hU : 0 < U) (h0 : 0 < n) (h1 : n < 1) (t : ℝ) (z : ℂ) :
    poleFn U n t z = (z - lower U n t) * (z - upper U n t) := by
  obtain ⟨hs, hp⟩ := band_sum_prod hU h0 h1 t
  have hs' : (lower U n t : ℂ) + upper U n t = U + t := by exact_mod_cast hs
  have hp' : (lower U n t : ℂ) * upper U n t = t * U * (1 - n) := by exact_mod_cast hp
  unfold poleFn
  linear_combination z * hs' - hp'

/-- For `a ≠ b`, the limit of `(z - a) * f z` as `z` tends to `a` through `z ≠ a`, where `f z = (z -
c) / ((z - a) * (z - b))`. -/
theorem simple_pole_residue {a b : ℂ} (c : ℂ) (hab : a ≠ b) :
    Tendsto (fun z => (z - a) * ((z - c) / ((z - a) * (z - b)))) (𝓝[≠] a)
      (𝓝 ((a - c) / (a - b))) := by
  have h : ContinuousAt (fun z : ℂ => (z - c) / (z - b)) a :=
    ContinuousAt.div (by fun_prop) (by fun_prop) (sub_ne_zero.mpr hab)
  refine (h.tendsto.mono_left nhdsWithin_le_nhds).congr' ?_
  filter_upwards [self_mem_nhdsWithin] with z hz
  have hza : z - a ≠ 0 := sub_ne_zero.mpr hz
  rw [← mul_div_assoc, mul_div_mul_left _ _ hza]

/-- The Hubbard-I pole equation has exactly two real roots, on opposite sides of
`U (1 - n)`; the residues of the Green's function there lie in `(0, 1)` and sum to one. -/
theorem hubbardI_poles (hU : 0 < U) (h0 : 0 < n) (h1 : n < 1) (t : ℝ) :
    (∀ x : ℝ, x * (x - U) = t * (x - U * (1 - n)) ↔ x = lower U n t ∨ x = upper U n t) ∧
    (lower U n t < U * (1 - n) ∧ U * (1 - n) < upper U n t) ∧
    Tendsto (fun z : ℂ => (z - lower U n t) * latticeG U n t z)
      (𝓝[≠] (lower U n t : ℂ)) (𝓝 (lowerWeight U n t : ℂ)) ∧
    Tendsto (fun z : ℂ => (z - upper U n t) * latticeG U n t z)
      (𝓝[≠] (upper U n t : ℂ)) (𝓝 (upperWeight U n t : ℂ)) ∧
    lowerWeight U n t ∈ Set.Ioo 0 1 ∧ upperWeight U n t ∈ Set.Ioo 0 1 ∧
    lowerWeight U n t + upperWeight U n t = 1 := by
  obtain ⟨hs, hp⟩ := band_sum_prod hU h0 h1 t
  obtain ⟨hl, hu⟩ := bands_separated hU h0 h1 t t
  have hg : 0 < upper U n t - lower U n t := by linarith
  have hne : (lower U n t : ℂ) ≠ upper U n t := by exact_mod_cast (hl.trans hu).ne
  have d1 := sub_ne_zero.mpr hne
  have d2 := sub_ne_zero.mpr hne.symm
  refine ⟨fun x => ?_, ⟨hl, hu⟩, ?_, ?_, ⟨?_, ?_⟩, ⟨?_, ?_⟩, ?_⟩
  · have f : x * (x - U) - t * (x - U * (1 - n))
        = (x - lower U n t) * (x - upper U n t) := by
      linear_combination x * hs - hp
    rw [← sub_eq_zero (a := x * (x - U)), f, mul_eq_zero, sub_eq_zero, sub_eq_zero]
  · have e : (lowerWeight U n t : ℂ)
        = (lower U n t - U * (1 - n)) / (lower U n t - upper U n t) := by
      unfold lowerWeight
      push_cast
      rw [div_eq_div_iff d2 d1]
      ring
    rw [e]
    refine (simple_pole_residue _ hne).congr (fun z => ?_)
    rw [latticeG, poleFn_factor hU h0 h1]
  · have e : (upperWeight U n t : ℂ)
        = (upper U n t - U * (1 - n)) / (upper U n t - lower U n t) := by
      unfold upperWeight
      push_cast
      rfl
    rw [e]
    refine (simple_pole_residue _ hne.symm).congr (fun z => ?_)
    rw [latticeG, poleFn_factor hU h0 h1, mul_comm (z - (lower U n t : ℂ))]
  -- the weights are the two fractions into which U(1-n) divides the gap
  · exact div_pos (by linarith) hg
  · exact (div_lt_one hg).mpr (by linarith)
  · exact div_pos (by linarith) hg
  · exact (div_lt_one hg).mpr (by linarith)
  · unfold lowerWeight upperWeight
    rw [← add_div, div_eq_iff hg.ne']
    ring

/-- Lehmann form: away from its poles the Hubbard-I Green's function is the sum of two
pole terms carrying the spectral weights of the two bands. -/
theorem latticeG_lehmann (hU : 0 < U) (h0 : 0 < n) (h1 : n < 1) (t : ℝ) (z : ℂ)
    (hzl : z ≠ lower U n t) (hzu : z ≠ upper U n t) :
    latticeG U n t z = lowerWeight U n t / (z - lower U n t)
      + upperWeight U n t / (z - upper U n t) := by
  obtain ⟨hl, hu⟩ := bands_separated hU h0 h1 t t
  have hne : (upper U n t : ℂ) ≠ lower U n t := by exact_mod_cast (hl.trans hu).ne'
  have d := sub_ne_zero.mpr hne
  have dl := sub_ne_zero.mpr hzl
  have du := sub_ne_zero.mpr hzu
  rw [latticeG, poleFn_factor hU h0 h1, lowerWeight, upperWeight]
  push_cast
  rw [div_div, div_div, div_add_div _ _ (mul_ne_zero d dl) (mul_ne_zero d du),
    div_eq_div_iff (mul_ne_zero dl du) (mul_ne_zero (mul_ne_zero d dl) (mul_ne_zero d du))]
  ring

/-- The weighted mean of the two band energies is the band energy shifted by `U n`. -/
theorem first_moment (hU : 0 < U) (h0 : 0 < n) (h1 : n < 1) (t : ℝ) :
    lowerWeight U n t * lower U n t + upperWeight U n t * upper U n t = t + U * n := by
  obtain ⟨hs, -⟩ := band_sum_prod hU h0 h1 t
  obtain ⟨hl, hu⟩ := bands_separated hU h0 h1 t t
  have hg : upper U n t - lower U n t ≠ 0 := by linarith [hl.trans hu] |> ne_of_gt
  unfold lowerWeight upperWeight
  rw [div_mul_eq_mul_div, div_mul_eq_mul_div, ← add_div, div_eq_iff hg]
  linear_combination (upper U n t - lower U n t) * hs

end

end HubbardIPoles
```

```lean
#print axioms HubbardIPoles.latticeG_dyson
#print axioms HubbardIPoles.hubbardI_poles
#print axioms HubbardIPoles.latticeG_lehmann
#print axioms HubbardIPoles.first_moment
```

```
'HubbardIPoles.latticeG_dyson' depends on axioms: [propext, Classical.choice, Quot.sound]
'HubbardIPoles.hubbardI_poles' depends on axioms: [propext, Classical.choice, Quot.sound]
'HubbardIPoles.latticeG_lehmann' depends on axioms: [propext, Classical.choice, Quot.sound]
'HubbardIPoles.first_moment' depends on axioms: [propext, Classical.choice, Quot.sound]
```

## Two roots, two weights and a fixed energy between them

The main theorem, `hubbardI_poles`, takes real numbers $U>0$, $0<n<1$ and an arbitrary real band energy $t$. Its first two parts concern the pole equation

$$x(x-U)=t\,\bigl(x-U(1-n)\bigr).$$

A real $x$ solves it if and only if $x$ is `lower U n t` or `upper U n t`, written $E_-(t)$ and $E_+(t)$ below. These energies satisfy $E_-(t)<U(1-n)<E_+(t)$, so there are exactly two solutions.

The next two parts concern the Green's function

$$G(z)=\frac{z-U(1-n)}{z(z-U)-t\,(z-U(1-n))}$$

at complex frequency $z$. As $z$ approaches $E_\mp$ without being equal to it, $(z-E_\mp)G(z)$ tends to `lowerWeight U n t` and `upperWeight U n t` respectively, written $w_-$ and $w_+$. The filter `𝓝[≠]` expresses this approach through the punctured neighbourhood, so each weight is a residue in the usual sense. The remaining parts say that both weights lie strictly between 0 and 1, and that $w_-+w_+=1$.

Four further theorems complete the picture:

- `latticeG_dyson` shows that $G$ solves the Dyson equation built on the atomic Green's function.
- `bands_separated` compares the lower band at $t$ with the upper band at a possibly different $t'$: $E_-(t)<U(1-n)<E_+(t')$.
- `latticeG_lehmann` writes $G$ as a sum of two pole terms.
- `first_moment` gives the weighted mean of the two energies as $t+Un$.

## From the atom to the lattice

The starting point is one orbital with its level at zero energy. An electron added to it costs nothing if the orbital holds no electron of opposite spin, and costs $U$ if it does. With probabilities $1-n$ and $n$ for the two cases, the atomic Green's function for one spin is

$$G_{\rm at}(z)=\frac{1-n}{z}+\frac{n}{z-U}.$$

This is `atomicG`. The Hubbard-I approximation keeps the atomic self-energy and lets the electron move through the lattice with band energy $t$, so that

$$G=G_{\rm at}+G_{\rm at}\,t\,G.$$

Here $t$ is the energy of a Bloch state of the non-interacting band, not a hopping amplitude, and energies are measured from the atomic level. The functions `latticeG` and `poleFn` are $G$ and its denominator.

The occupation $n$ is a given number. In a self-consistent calculation it must equal the occupation obtained from the Green's function of the opposite spin, a condition that the theorems do not impose. The atomic function and the Dyson equation are likewise taken as the definition of the approximation and are not derived from the Hubbard Hamiltonian. The model has a single orbital and one value of $n$ for all band energies.

Within this approximation, and at fixed $n$ with $0<n<1$, `bands_separated` implies that the lower and upper bands of one spin never overlap for any $U>0$, however wide the non-interacting band is. In the paramagnetic state, where $n$ is the same for both spins, Hubbard-I therefore cannot describe a metal that forms when the two bands merge at small $U$.

## The derivation by hand

Write $c=U(1-n)$. Putting the atomic function over a common denominator gives

$$G_{\rm at}(z)=\frac{(1-n)(z-U)+nz}{z(z-U)}=\frac{z-c}{z(z-U)}.$$

Thus $c$ is the zero of the atomic Green's function. Solving the Dyson equation for $G$ gives

$$G=\frac{G_{\rm at}}{1-t\,G_{\rm at}}=\frac{z-c}{P(z)},\qquad P(z)=z(z-U)-t(z-c)=z^2-(U+t)z+tc.$$

**The roots are real and distinct.** The discriminant of $P$ is

$$\begin{aligned}
D&=(U+t)^2-4tU(1-n)\\
&=t^2-2tU(1-2n)+U^2\\
&=\bigl(t-U(1-2n)\bigr)^2+4U^2n(1-n).
\end{aligned}$$

The last step uses $1-(1-2n)^2=4n(1-n)$. The second term is positive, hence $D>0$, and the roots are

$$E_\mp=\tfrac12\bigl(U+t\mp\sqrt D\bigr),\qquad E_-+E_+=U+t,\qquad E_-E_+=\tfrac14\bigl((U+t)^2-D\bigr)=tc.$$

It follows that $P(z)=(z-E_-)(z-E_+)$.

**The roots lie on either side of $c$.** From the sum and the product,

$$(c-E_-)(E_+-c)=c(E_-+E_+)-c^2-E_-E_+=c(U+t)-c^2-tc=c(U-c)=U^2n(1-n)>0.$$

The two factors have the same sign. If both were negative, then $E_+<c<E_-$, which contradicts $E_-<E_+$. Both are therefore positive. Since $c$ does not depend on $t$, the same energy separates a lower root at one band energy from an upper root at any other.

**The weights divide the gap.** Near $E_-$ the factor $z-E_-$ cancels, and

$$w_-=\lim_{z\to E_-}(z-E_-)\frac{z-c}{(z-E_-)(z-E_+)}=\frac{E_--c}{E_--E_+}=\frac{c-E_-}{E_+-E_-}.$$

In the same way,

$$w_+=\frac{E_+-c}{E_+-E_-}.$$

The point $c$ cuts the interval from $E_-$ to $E_+$ into two pieces of positive length, and the weights are their fractions of the whole. Each is therefore between 0 and 1, and they sum to 1. At $t=0$ the roots are $0$ and $U$, and the weights are the atomic values $1-n$ and $n$.

**Two poles give the whole function.** Adding the pole terms yields

$$\frac{w_-}{z-E_-}+\frac{w_+}{z-E_+}=\frac{(w_-+w_+)z-(w_-E_++w_+E_-)}{(z-E_-)(z-E_+)}.$$

The coefficient of $z$ is 1, and

$$w_-E_++w_+E_-=\frac{(c-E_-)E_++(E_+-c)E_-}{E_+-E_-}=c,$$

so the sum is $G(z)$. For the first moment,

$$w_-E_-+w_+E_+=\frac{E_+^2-E_-^2-c(E_+-E_-)}{E_+-E_-}=E_-+E_+-c=t+Un.$$

This is the band energy with the mean-field shift $Un$: splitting the band in two leaves its centre of weight at the Hartree value.

## How the Lean proof follows these steps

`latticeG_dyson` assumes that $z$ is neither $0$ nor $U$ and that the denominator of $G$ does not vanish. It needs no sign condition on $U$ and no bounds on $n$. The proof multiplies the equation by $z(z-U)$ and combines three identities: `hA` is the common-denominator form of $G_{\rm at}$, `hG` says that $G$ times its denominator is $z-c$, and `hD` expresses $z(z-U)$ through that denominator. The tactic `linear_combination` checks that they add up to the claim.

`disc_pos` rewrites the discriminant as the square plus the positive term, after which `positivity` finishes. `band_sum_prod` obtains the sum by algebra and the product from $(\sqrt D)^2=D$, which holds because $D$ is positive. `poleFn_factor` carries both relations over to the complex numbers and factorises the denominator.

In `bands_separated`, the auxiliary statement `key` treats one band energy `s`. Its equation `e` is the product of distances computed above. If either inequality failed, the ordering $E_-<E_+$ would make one factor non-positive and the other non-negative. The product would then be at most zero, against its positive value. The theorem takes the first half of `key` at `t` and the second half at `t'`.

`simple_pole_residue` is the limit for general complex numbers: a denominator $(z-a)(z-b)$ with $a\neq b$, and a numerator $z-c$ with arbitrary $c$. The function $(z-c)/(z-b)$ is continuous at $a$, and away from $a$ it agrees with the product whose limit is wanted. The value that Lean assigns to the quotient at $a$ itself plays no part.

`hubbardI_poles` assembles these results. For the equivalence it factorises the real quadratic and uses the fact that a product vanishes exactly when one factor does. For the residues it applies `simple_pole_residue` twice, with the roles of the two roots exchanged the second time; at the lower pole it also reverses the signs of numerator and denominator to match the definition of `lowerWeight`. The bounds on the weights follow from `div_pos` and `div_lt_one`, with the distances to $c$ supplied by `bands_separated`.

`latticeG_lehmann` requires $z$ to differ from both roots, brings the two pole terms to a common denominator and compares numerators. `first_moment` clears the denominator $E_+-E_-$ and then needs only the sum of the roots.
